# The square of an invertible Hermitian matrix is positive definite

Let B be a Hermitian complex matrix of finite size, and let C be a matrix with CB = 1, so that B is invertible. The lemma says that B² is positive definite: in physical terms, an observable on a finite-dimensional space that has an inverse has a strictly positive mean square in every state. The vector x need only be nonzero, not normalised, so the mean square is x†B²x divided by x†x. The proof rewrites x†B²x as the squared length of Bx, which cannot be negative. If it were zero, Bx would be zero, and applying C would give x = 0, against the assumption.

This version doesn't compile in Lean 4 with Mathlib:

```lean
import Mathlib

open Matrix Filter Topology
open scoped ComplexOrder

namespace OccupiedSpaceProjector

noncomputable section

variable {n : Type*} [Fintype n] [DecidableEq n]

lemma posDef_square {B C : Matrix n n ℂ} (hB : Bᴴ = B) (hC : C * B = 1) :
    (B * B).PosDef := by
  rw [posDef_iff_dotProduct_mulVec]
  refine ⟨by rw [IsHermitian, conjTranspose_mul, hB], fun x hx => ?_⟩
  have h : star x ⬝ᵥ ((B * B) *ᵥ x) = (B *ᵥ x) ⬝ᵥ star (B *ᵥ x) := by
    rw [dotProduct_comm (B *ᵥ x), Matrix.star_mulVec, hB, ← Matrix.dotProduct_mulVec,
      Matrix.mulVec_mulVec]
  rw [h]
  refine lt_of_le_of_ne (dotProduct_star_self_nonneg _) fun h0 => hx ?_
  have h1 : B *ᵥ x = 0 := dotProduct_star_self_eq_zero.1 h0.symm
  rw [← Matrix.one_mulVec x, ← hC, ← Matrix.mulVec_mulVec, h1, Matrix.mulVec_zero]

end

end OccupiedSpaceProjector
```

The error:

```
Main.lean:20:24: error: Application type mismatch: The argument
  dotProduct_star_self_nonneg ?m.146
has type
  0 ≤ star ?m.146 ⬝ᵥ ?m.146
but is expected to have type
  0 ≤ B *ᵥ x ⬝ᵥ star (B *ᵥ x)
in the application
  lt_of_le_of_ne (dotProduct_star_self_nonneg ?m.146)
```

The change, after which it compiles:

```diff
@@ -14,7 +14,6 @@
   rw [posDef_iff_dotProduct_mulVec]
   refine ⟨by rw [IsHermitian, conjTranspose_mul, hB], fun x hx => ?_⟩
-  have h : star x ⬝ᵥ ((B * B) *ᵥ x) = (B *ᵥ x) ⬝ᵥ star (B *ᵥ x) := by
-    rw [dotProduct_comm (B *ᵥ x), Matrix.star_mulVec, hB, ← Matrix.dotProduct_mulVec,
-      Matrix.mulVec_mulVec]
+  have h : star x ⬝ᵥ ((B * B) *ᵥ x) = star (B *ᵥ x) ⬝ᵥ (B *ᵥ x) := by
+    rw [Matrix.star_mulVec, hB, ← Matrix.dotProduct_mulVec, Matrix.mulVec_mulVec]
   rw [h]
   refine lt_of_le_of_ne (dotProduct_star_self_nonneg _) fun h0 => hx ?_
```

Diagnosis. The error is about the order of two factors. The equation `h` writes the squared length of Bx with the conjugated vector second, as `(B *ᵥ x) ⬝ᵥ star (B *ᵥ x)`, and `rw [h]` puts that form into the goal. The lemma `dotProduct_star_self_nonneg` has the conjugated vector first: `0 ≤ star v ⬝ᵥ v`. Over the complex numbers the two products are equal, but Lean does not swap the factors by itself when it matches a lemma to a goal, so it reports a type mismatch.

The repair restates `h` with `star (B *ᵥ x)` first, and the lemma then fits. The old proof of `h` used `dotProduct_comm` to swap the factors on the right-hand side before the other rewrites. They now start in the order those rewrites need, so that step is dropped and the others stay as they were.
